# On the line, the non-p amplitude of a normalised two-lobe Gaussian vanishes in proportion to a d² for small displacement d, if the p function has the same exponent a

A lobe basis imitates a p function by subtracting two displaced s-type Gaussians. The choice of displacement is a compromise: if it is large, the lobe function has a sizeable part orthogonal to the p function, and if it is very small, the two Gaussians nearly cancel and digits are lost. For one pair of lobes on the real line, with the same exponent as the p function, the error has a closed form. Let

f(x) = exp(−a(x−d)²) − exp(−a(x+d)²)

g(x) = x exp(−a x²)

s = a d²

and write ⟨u,v⟩ for the integral of u v over the line. For a > 0 and d ≠ 0,

⟨f,g⟩² / (⟨f,f⟩⟨g,g⟩) = s / sinh s.

The part of f orthogonal to g carries the fraction 1 − s/sinh s of ⟨f,f⟩. For small s its amplitude, the square root of that fraction, is s/√6 to leading order.

## One exponent for the lobes and the p function

This condition sits in the definitions: `lobe a d` and `pGauss a` share the same `a`. Physically, each lobe has the same width about its own centre as the Gaussian factor of the p function has about the origin.

```lean
import Mathlib

open Real Filter MeasureTheory Topology

namespace LobeOverlap

noncomputable section

/-- The Gaussian with exponent `a` centred at `c`. -/
def gauss (a c x : ℝ) : ℝ := exp (-a * (x - c) ^ 2)

/-- The lobe function: a Gaussian at `d` minus the same Gaussian at `-d`. -/
def lobe (a d x : ℝ) : ℝ := gauss a d x - gauss a (-d) x

/-- The p-type Gaussian `x exp(-a x²)`. -/
def pGauss (a x : ℝ) : ℝ := x * gauss a 0 x
```

`overlap` is ⟨u,v⟩, a Lebesgue integral of real functions that need not be normalised. `pCoeff` is the projection coefficient c = ⟨f,g⟩/⟨g,g⟩, `nonP` is the residual r = f − c g, and `nonPWeight` is ⟨r,r⟩/⟨f,f⟩.

```lean
/-- The overlap integral of two real functions on the line. -/
def overlap (u v : ℝ → ℝ) : ℝ := ∫ x, u x * v x

/-- The coefficient of the p function in the orthogonal projection of the lobe function,
for `a > 0`. -/
def pCoeff (a d : ℝ) : ℝ := overlap (lobe a d) (pGauss a) / overlap (pGauss a) (pGauss a)

/-- What is left of the lobe function when its p component is removed, for `a > 0`. -/
def nonP (a d x : ℝ) : ℝ := lobe a d x - pCoeff a d * pGauss a x

/-- The fraction of the squared norm of the lobe function that lies in its non-p part,
for `a > 0` and `d ≠ 0`. -/
def nonPWeight (a d : ℝ) : ℝ :=
  overlap (nonP a d) (nonP a d) / overlap (lobe a d) (lobe a d)
```

The common exponent enters the derivation through the product of Gaussians centred at b and c. Completing the square gives

a(x−b)² + a(x−c)² = 2a(x − (b+c)/2)² + a(b−c)²/2.

The product is therefore one Gaussian at the midpoint. For unequal exponents the centre would be the exponent-weighted mean; `gaussian_product` treats only equal ones. Its proof adds the exponents, and `ring` checks the square.

```lean
/-- Gaussian product theorem: the product of two Gaussians of equal exponent is a single
Gaussian at the midpoint, with a prefactor that depends on the distance of the centres. -/
theorem gaussian_product (a b c x : ℝ) :
    gauss a b x * gauss a c x =
      exp (-(a * (b - c) ^ 2 / 2)) * gauss (2 * a) ((b + c) / 2) x := by
  unfold gauss
  rw [← exp_add, ← exp_add]
  congr 1
  ring
```

If the p function has exponent 4a instead, a side calculation shows that the squared normalised overlap tends to (4/5)³ = 0.512 as d → 0. In that limit almost half of the weight is orthogonal to the chosen p function, although the normalised lobe function itself approaches a p-type Gaussian, the one with exponent a.

## a > 0: Gaussians that decay

A positive exponent makes the functions localised and square integrable. Put R = √(π/(2a)), the integral of exp(−2a x²). The first moment about the midpoint vanishes, so

∫ (α + βx) exp(−a(x−b)²) exp(−a(x−c)²) dx = (α + β(b+c)/2) exp(−a(b−c)²/2) R.

`pair_integral` proves this by writing the odd integrand as a derivative and shifting both moments to the midpoint. `integral_combination` supplies linearity. Integrability is proved along with each value, because Lean assigns the integral 0 to a function that is not integrable.

```lean
/-- A linear combination of three integrable functions is integrable, and its integral is
the same combination of the three integrals. -/
theorem integral_combination {F u v w : ℝ → ℝ} (α β γ : ℝ) (hu : Integrable u)
    (hv : Integrable v) (hw : Integrable w)
    (h : ∀ x, F x = α * u x + β * v x + γ * w x) :
    Integrable F ∧ ∫ x, F x = α * (∫ x, u x) + β * (∫ x, v x) + γ * (∫ x, w x) := by
  obtain rfl : F = fun x => α * u x + β * v x + γ * w x := funext h
  have huv : Integrable (fun x => α * u x + β * v x) :=
    (hu.const_mul α).add (hv.const_mul β)
  refine ⟨huv.add (hw.const_mul γ), ?_⟩
  rw [integral_add huv (hw.const_mul γ), integral_add (hu.const_mul α) (hv.const_mul β),
    integral_const_mul, integral_const_mul, integral_const_mul]

/-- For `a > 0`, a linear polynomial integrated against a product of two Gaussians, both of exponent
`a`, gives its value at the midpoint of the centres times the overlap of the Gaussians. -/
theorem pair_integral {a : ℝ} (ha : 0 < a) (b c α β : ℝ) :
    Integrable (fun x => (α + β * x) * (gauss a b x * gauss a c x)) ∧
      ∫ x, (α + β * x) * (gauss a b x * gauss a c x) =
        (α + β * ((b + c) / 2)) * (exp (-(a * (b - c) ^ 2 / 2)) * √(π / (2 * a))) := by
  have h2 : 0 < 2 * a := by positivity
  have i0 := integrable_exp_neg_mul_sq h2
  have i1 := integrable_mul_exp_neg_mul_sq h2
  -- the first moment of a centred Gaussian vanishes: the integrand is a derivative
  have hz : ∫ x : ℝ, x * exp (-(2 * a) * x ^ 2) = 0 := by
    have hd : ∀ x : ℝ, HasDerivAt (fun y : ℝ => exp (-(2 * a) * y ^ 2))
        ((-4 * a) * (x * exp (-(2 * a) * x ^ 2))) x := fun x => by
      have h : HasDerivAt (fun y : ℝ => y ^ 2) (2 * x) x := by
        simpa using hasDerivAt_pow 2 x
      exact (h.const_mul (-(2 * a))).exp.congr_deriv (by ring)
    have h := integral_eq_zero_of_hasDerivAt_of_integrable hd (i1.const_mul _) i0
    rw [integral_const_mul] at h
    exact (mul_eq_zero.mp h).resolve_left (mul_ne_zero (by norm_num) ha.ne')
  -- shift both moments to the midpoint
  have hu : Integrable (gauss (2 * a) ((b + c) / 2)) := i0.comp_sub_right ((b + c) / 2)
  have hv : Integrable (fun x => (x - (b + c) / 2) * gauss (2 * a) ((b + c) / 2) x) :=
    i1.comp_sub_right ((b + c) / 2)
  have Iu : ∫ x, gauss (2 * a) ((b + c) / 2) x = √(π / (2 * a)) :=
    (integral_sub_right_eq_self (fun y : ℝ => exp (-(2 * a) * y ^ 2)) ((b + c) / 2)).trans
      (integral_gaussian _)
  have Iv : ∫ x, (x - (b + c) / 2) * gauss (2 * a) ((b + c) / 2) x = 0 :=
    (integral_sub_right_eq_self (fun y : ℝ => y * exp (-(2 * a) * y ^ 2))
      ((b + c) / 2)).trans hz
  have h := integral_combination
    (F := fun x => (α + β * x) * (gauss a b x * gauss a c x))
    (exp (-(a * (b - c) ^ 2 / 2)) * (α + β * ((b + c) / 2)))
    (exp (-(a * (b - c) ^ 2 / 2)) * β) 0 hu hv hu
    (fun x => by simp only [gaussian_product]; ring)
  refine ⟨h.1, h.2.trans ?_⟩
  rw [Iu, Iv]
  ring
```

For the norm of g, integrate the derivative of x exp(−2a x²), which vanishes at both ends:

0 = R − 4a ∫ x² exp(−2a x²) dx, so ⟨g,g⟩ = R/(4a).

`p_norm` follows the same route.

```lean
/-- For `a > 0` the p function is square integrable, with the stated squared norm. -/
theorem p_norm {a : ℝ} (ha : 0 < a) :
    Integrable (fun x => pGauss a x * pGauss a x) ∧
      overlap (pGauss a) (pGauss a) = √(π / (2 * a)) / (4 * a) := by
  have h2 : 0 < 2 * a := by positivity
  have i0 := integrable_exp_neg_mul_sq h2
  have i2 : Integrable (fun x : ℝ => x ^ 2 * exp (-(2 * a) * x ^ 2)) := by
    simpa using integrable_rpow_mul_exp_neg_mul_sq h2 (s := 2) (by norm_num)
  have e : (fun x => pGauss a x * pGauss a x) =
      fun x : ℝ => x ^ 2 * exp (-(2 * a) * x ^ 2) := by
    funext x
    have h : exp (-a * x ^ 2) * exp (-a * x ^ 2) = exp (-(2 * a) * x ^ 2) := by
      rw [← exp_add]
      congr 1
      ring
    simp only [pGauss, gauss, sub_zero]
    linear_combination x ^ 2 * h
  -- integrate the derivative of x exp(-2a x²)
  have hd : ∀ x : ℝ, HasDerivAt (fun y : ℝ => y * exp (-(2 * a) * y ^ 2))
      (exp (-(2 * a) * x ^ 2) + (-4 * a) * (x ^ 2 * exp (-(2 * a) * x ^ 2))) x := fun x => by
    have h : HasDerivAt (fun y : ℝ => y ^ 2) (2 * x) x := by
      simpa using hasDerivAt_pow 2 x
    exact ((hasDerivAt_id' x).fun_mul (h.const_mul (-(2 * a))).exp).congr_deriv (by ring)
  have h := integral_eq_zero_of_hasDerivAt_of_integrable hd (i0.add (i2.const_mul _))
    (integrable_mul_exp_neg_mul_sq h2)
  rw [integral_add i0 (i2.const_mul _), integral_const_mul, integral_gaussian] at h
  rw [overlap, e]
  refine ⟨i2, ?_⟩
  rw [eq_div_iff (by positivity)]
  linear_combination -h
```

In ⟨f,f⟩ each lobe with itself gives R, and the cross term has centres 2d apart:

⟨f,f⟩ = R + R − 2R exp(−2s) = 2R(1 − exp(−2s)).

In ⟨f,g⟩ the midpoints are d/2 and −d/2, each with the factor exp(−s/2):

⟨f,g⟩ = (d/2 + d/2) exp(−s/2) R = d exp(−s/2) R.

`lobe_norm` and `lobe_p_overlap` expand the products and insert `pair_integral` for each term.

```lean
/-- For `a > 0` the lobe function is square integrable, with the stated squared norm. -/
theorem lobe_norm {a : ℝ} (ha : 0 < a) (d : ℝ) :
    Integrable (fun x => lobe a d x * lobe a d x) ∧
      overlap (lobe a d) (lobe a d) =
        2 * √(π / (2 * a)) * (1 - exp (-(2 * (a * d ^ 2)))) := by
  have h1 := pair_integral ha d d 1 0
  have h2 := pair_integral ha (-d) (-d) 1 0
  have h3 := pair_integral ha d (-d) 1 0
  have h := integral_combination (F := fun x => lobe a d x * lobe a d x) 1 1 (-2)
    h1.1 h2.1 h3.1 (fun x => by simp only [lobe]; ring)
  refine ⟨h.1, h.2.trans ?_⟩
  have k1 : exp (-(a * (d - d) ^ 2 / 2)) = 1 := by simp
  have k2 : exp (-(a * (-d - -d) ^ 2 / 2)) = 1 := by simp
  have k3 : exp (-(a * (d - -d) ^ 2 / 2)) = exp (-(2 * (a * d ^ 2))) := by
    congr 1
    ring
  rw [h1.2, h2.2, h3.2, k1, k2, k3]
  ring

/-- For `a > 0` the overlap integral of the lobe function with the p function converges
and has the stated value. -/
theorem lobe_p_overlap {a : ℝ} (ha : 0 < a) (d : ℝ) :
    Integrable (fun x => lobe a d x * pGauss a x) ∧
      overlap (lobe a d) (pGauss a) = d * (exp (-(a * d ^ 2 / 2)) * √(π / (2 * a))) := by
  have h1 := pair_integral ha d 0 0 1
  have h2 := pair_integral ha (-d) 0 0 1
  have h := integral_combination (F := fun x => lobe a d x * pGauss a x) 1 (-1) 0
    h1.1 h2.1 h1.1 (fun x => by simp only [lobe, pGauss]; ring)
  refine ⟨h.1, h.2.trans ?_⟩
  have k : (-d - 0) ^ 2 = d ^ 2 := by ring
  rw [h1.2, h2.2, k, sub_zero]
  ring
```

The weaker condition a ≥ 0 would not do. At a = 0 both Gaussians equal 1 everywhere, f vanishes, and the positive norm stated in the next theorem fails.

## d ≠ 0: lobes that are apart

A nonzero displacement, of either sign, means that there is a lobe function to normalise. It gives s > 0, hence 1 − exp(−2s) > 0 and ⟨f,f⟩ > 0. The three integrals then combine:

⟨f,g⟩² / (⟨f,f⟩⟨g,g⟩) = d² exp(−s) R² · 4a / (2R²(1 − exp(−2s)))

= 2s exp(−s) / (1 − exp(−2s)) = 2s / (exp(s) − exp(−s)) = s / sinh s.

`normalized_overlap_sq` first proves both norms positive, then cross-multiplies. Its step `key` turns the exponentials into sinh, and `linear_combination` assembles the identity.

```lean
/-- For `a > 0` and `d ≠ 0` the lobe and p functions have positive norm, and their squared
normalised overlap is `s / sinh s` with `s = a d²`. -/
theorem normalized_overlap_sq {a d : ℝ} (ha : 0 < a) (hd : d ≠ 0) :
    0 < overlap (lobe a d) (lobe a d) ∧ 0 < overlap (pGauss a) (pGauss a) ∧
      overlap (lobe a d) (pGauss a) ^ 2 /
        (overlap (lobe a d) (lobe a d) * overlap (pGauss a) (pGauss a)) =
          a * d ^ 2 / sinh (a * d ^ 2) := by
  have hs : 0 < a * d ^ 2 := by positivity
  have hR : 0 < √(π / (2 * a)) := Real.sqrt_pos.mpr (by positivity)
  have hX : 0 < 1 - exp (-(2 * (a * d ^ 2))) :=
    sub_pos.mpr (Real.exp_lt_one_iff.mpr (by linarith))
  have hff : 0 < overlap (lobe a d) (lobe a d) := by
    rw [(lobe_norm ha d).2]
    exact mul_pos (mul_pos two_pos hR) hX
  have hgg : 0 < overlap (pGauss a) (pGauss a) := by
    rw [(p_norm ha).2]
    exact div_pos hR (by positivity)
  refine ⟨hff, hgg, ?_⟩
  rw [div_eq_div_iff (mul_pos hff hgg).ne' (Real.sinh_pos_iff.mpr hs).ne',
    (lobe_norm ha d).2, (p_norm ha).2, (lobe_p_overlap ha d).2]
  -- the exponentials combine to a hyperbolic sine
  have e1 : exp (-(a * d ^ 2 / 2)) ^ 2 * exp (a * d ^ 2) = 1 := by
    rw [sq, ← exp_add, ← exp_add, Real.exp_eq_one_iff]
    ring
  have e2 : exp (-(a * d ^ 2 / 2)) ^ 2 * exp (-(a * d ^ 2)) = exp (-(2 * (a * d ^ 2))) := by
    rw [sq, ← exp_add, ← exp_add]
    congr 1
    ring
  have key : exp (-(a * d ^ 2 / 2)) ^ 2 * sinh (a * d ^ 2) =
      (1 - exp (-(2 * (a * d ^ 2)))) / 2 := by
    rw [Real.sinh_eq]
    linear_combination (e1 - e2) / 2
  have hP : a * (√(π / (2 * a)) / (4 * a)) = √(π / (2 * a)) / 4 := by
    field_simp
  linear_combination d ^ 2 * √(π / (2 * a)) ^ 2 * key -
    2 * d ^ 2 * √(π / (2 * a)) * (1 - exp (-(2 * (a * d ^ 2)))) * hP
```

For the residual, expand the square and insert c:

⟨r,r⟩ = ⟨f,f⟩ − 2c⟨f,g⟩ + c²⟨g,g⟩ = ⟨f,f⟩ − ⟨f,g⟩²/⟨g,g⟩.

Division by ⟨f,f⟩ gives 1 − s/sinh s. In `nonPWeight_eq` the expansion is `h`, and `field_simp` and `ring` do the rest.

```lean
/-- For `a > 0` and `d ≠ 0` the non-p part carries the fraction `1 - s / sinh s` of the
squared norm of the lobe function, with `s = a d²`. -/
theorem nonPWeight_eq {a d : ℝ} (ha : 0 < a) (hd : d ≠ 0) :
    nonPWeight a d = 1 - a * d ^ 2 / sinh (a * d ^ 2) := by
  obtain ⟨hff, hgg, hr⟩ := normalized_overlap_sq ha hd
  -- expand the square of the residual
  have h := (integral_combination (F := fun x => nonP a d x * nonP a d x)
    1 (-2 * pCoeff a d) (pCoeff a d ^ 2) (lobe_norm ha d).1 (lobe_p_overlap ha d).1
    (p_norm ha).1 (fun x => by simp only [nonP]; ring)).2
  change overlap (nonP a d) (nonP a d) = 1 * overlap (lobe a d) (lobe a d) +
    -2 * pCoeff a d * overlap (lobe a d) (pGauss a) +
    pCoeff a d ^ 2 * overlap (pGauss a) (pGauss a) at h
  have hf := hff.ne'
  have hg := hgg.ne'
  rw [← hr, nonPWeight, h, pCoeff]
  field_simp
  ring
```

At d = 0 the lobes coincide and f = 0, so ⟨f,f⟩ > 0 is false and there is no fraction of a norm to speak of.

## s → 0: lobes close together compared with their width

The scaling law describes displacements that are small on the scale 1/√a. Let

q(s) = (sinh s − s)/s³.

The Taylor polynomials of exp(s) and exp(−s) through third order have remainders of order s⁴. Half their difference gives |q(s) − 1/6| ≤ s for 0 < s < 1, so q(s) → 1/6. Since sinh s / s = 1 + s² q(s),

(1 − s/sinh s)/s² = q(s) / (1 + s² q(s)) → 1/6.

`weight_limit` takes the remainders from `Real.exp_bound`, squeezes q, and passes to the quotient. The filter `𝓝[>] 0` means that s decreases to 0 through positive values.

```lean
/-- As `s` decreases to zero, `(1 - s / sinh s) / s²` tends to `1/6`. -/
theorem weight_limit :
    Tendsto (fun s : ℝ => (1 - s / sinh s) / s ^ 2) (𝓝[>] 0) (𝓝 (1 / 6)) := by
  have hid : Tendsto (fun s : ℝ => s) (𝓝[>] 0) (𝓝 0) :=
    tendsto_id.mono_left nhdsWithin_le_nhds
  -- Taylor bound for the cubic term of sinh
  have hq : Tendsto (fun s : ℝ => (sinh s - s) / s ^ 3) (𝓝[>] 0) (𝓝 (1 / 6)) := by
    rw [tendsto_iff_norm_sub_tendsto_zero]
    refine squeeze_zero' (Eventually.of_forall fun _ => norm_nonneg _) ?_ hid
    filter_upwards [Ioo_mem_nhdsGT (show (0 : ℝ) < 1 by norm_num)] with s hs
    have b1 := Real.exp_bound (x := s)
      (by rw [abs_of_pos hs.1]; exact hs.2.le) (n := 4) (by norm_num)
    have b2 := Real.exp_bound (x := -s)
      (by rw [abs_neg, abs_of_pos hs.1]; exact hs.2.le) (n := 4) (by norm_num)
    norm_num [Finset.sum_range_succ, Nat.factorial, abs_of_pos hs.1] at b1 b2
    rw [abs_le] at b1 b2
    have h3 : 0 < s ^ 3 := pow_pos hs.1 3
    have h4 : 0 < s ^ 4 := pow_pos hs.1 4
    have lo : 1 / 6 - s ≤ (sinh s - s) / s ^ 3 := by
      rw [le_div_iff₀ h3, Real.sinh_eq]
      nlinarith [b1.1, b1.2, b2.1, b2.2]
    have hi : (sinh s - s) / s ^ 3 ≤ 1 / 6 + s := by
      rw [div_le_iff₀ h3, Real.sinh_eq]
      nlinarith [b1.1, b1.2, b2.1, b2.2]
    rw [Real.norm_eq_abs, abs_le]
    constructor <;> linarith
  have hden : Tendsto (fun s : ℝ => 1 + s ^ 2 * ((sinh s - s) / s ^ 3)) (𝓝[>] 0)
      (𝓝 (1 + 0 ^ 2 * (1 / 6))) := tendsto_const_nhds.add ((hid.pow 2).mul hq)
  have h := hq.div hden (by norm_num)
  rw [show (1 / 6 : ℝ) / (1 + 0 ^ 2 * (1 / 6)) = 1 / 6 by norm_num] at h
  refine h.congr' ?_
  filter_upwards [self_mem_nhdsWithin] with s hs
  have hs0 : s ≠ 0 := ne_of_gt hs
  have hsh : sinh s ≠ 0 := (Real.sinh_pos_iff.mpr hs).ne'
  have e : 1 + s ^ 2 * ((sinh s - s) / s ^ 3) = sinh s / s := by
    field_simp
    ring
  change ((sinh s - s) / s ^ 3) / (1 + s ^ 2 * ((sinh s - s) / s ^ 3)) = _
  rw [e]
  field_simp
```

At fixed a > 0, s = a d² tends to 0 from above as d → 0 through nonzero values, written `𝓝[≠] 0`. Because s > 0,

√(1 − s/sinh s) / s = √((1 − s/sinh s)/s²) → √(1/6).

`nonP_amplitude_scaling` composes the limit with d ↦ a d² and uses continuity of the square root.

```lean
/-- For fixed `a > 0`, the non-p amplitude of the normalised lobe function divided by `a d²`
tends to `√(1/6)` as the displacement `d` tends to zero through nonzero values. -/
theorem nonP_amplitude_scaling {a : ℝ} (ha : 0 < a) :
    Tendsto (fun d => √(nonPWeight a d) / (a * d ^ 2)) (𝓝[≠] 0) (𝓝 √(1 / 6)) := by
  have hc : Continuous (fun d : ℝ => a * d ^ 2) := by fun_prop
  have hs : Tendsto (fun d : ℝ => a * d ^ 2) (𝓝[≠] 0) (𝓝[>] 0) := by
    refine tendsto_nhdsWithin_iff.mpr
      ⟨(hc.tendsto' 0 0 (by simp)).mono_left nhdsWithin_le_nhds, ?_⟩
    filter_upwards [self_mem_nhdsWithin] with d hd
    have hd' : d ≠ 0 := hd
    exact (show 0 < a * d ^ 2 by positivity)
  refine ((Real.continuous_sqrt.tendsto _).comp (weight_limit.comp hs)).congr' ?_
  filter_upwards [self_mem_nhdsWithin] with d hd
  have hd' : d ≠ 0 := hd
  change √((1 - a * d ^ 2 / sinh (a * d ^ 2)) / (a * d ^ 2) ^ 2) = _
  rw [nonPWeight_eq ha hd', Real.sqrt_div' _ (sq_nonneg _), Real.sqrt_sq (by positivity)]

end

end LobeOverlap
```

Away from small s the leading term is no substitute for the closed form. At s = 3 it would give an amplitude of 3/√6 ≈ 1.22, although the residual cannot be longer than f itself.

```lean
#print axioms LobeOverlap.nonP_amplitude_scaling
```

```
'LobeOverlap.nonP_amplitude_scaling' depends on axioms: [propext, Classical.choice, Quot.sound]
```
